# Symmetry, sign and cancelling traces of the unrelaxed MP2 density blocks for real amplitudes

Q: After an MP2 energy I build the unrelaxed one-particle density from the doubles amplitudes, check that its trace is the number of electrons, and diagonalise the virtual block to get natural orbitals ordered by occupation. I take for granted that the blocks are symmetric, that the virtual occupations are non-negative and that the particle number is conserved. You say these are proved in Lean for real amplitudes in a finite basis. What is the argument in ordinary terms?

A: Let i, j, k label occupied spin orbitals, let a, b, c label virtual ones, and let t(i,j,a,b) be real amplitudes. The two blocks are

Pᵒ(i,j) = −½ Σ_kab t(i,k,a,b) t(j,k,a,b)

Pᵛ(a,b) = +½ Σ_ijc t(i,j,a,c) t(i,j,b,c)

Arrange the amplitudes as a matrix T with row i and column (k,a,b), and again as a matrix U with row a and column (i,j,c). The sums are then matrix products:

Pᵒ = −½ T Tᵀ,  Pᵛ = +½ U Uᵀ

Since (T Tᵀ)ᵀ = T Tᵀ, and likewise for U, both blocks are symmetric. For real vectors x on the occupied and y on the virtual orbitals, xᵀ T Tᵀ x is the squared length of Tᵀx, so

xᵀ Pᵒ x = −½ Σ_kab ( Σ_i x(i) t(i,k,a,b) )² ≤ 0

yᵀ Pᵛ y = +½ Σ_ijc ( Σ_a y(a) t(i,j,a,c) )² ≥ 0

For the traces, set j = i in the first block and b = a in the second and sum. Both give the sum S of all squared amplitudes, in a different order of summation:

tr Pᵒ = −½ S,  tr Pᵛ = +½ S,  S = Σ_ijab t(i,j,a,b)²

The full density has 1 + Pᵒ as occupied block and Pᵛ as virtual block, so its trace is N − ½ S + ½ S = N, where N is the number of occupied spin orbitals.

Q: That is linear algebra. Where do the orbitals and the amplitudes enter the formal version?

A: The occupied and virtual spin orbitals are two finite index types, `O` and `V`, of any size. An amplitude array is a function `O → O → V → V → ℝ`, and `t i j a b` is t(i,j,a,b). All sums are unrestricted.

```lean
import Mathlib

open Matrix

namespace MP2Density

noncomputable section

variable {O V : Type*} [Fintype O] [Fintype V]

/-- Occupied-occupied block `P_ij = -(1/2) ∑_kab t_ikab t_jkab` of the unrelaxed MP2 density. -/
def occDensity (t : O → O → V → V → ℝ) : Matrix O O ℝ :=
  of fun i j => -(1 / 2) * ∑ k, ∑ a, ∑ b, t i k a b * t j k a b

/-- Virtual-virtual block `P_ab = (1/2) ∑_ijc t_ijac t_ijbc` of the unrelaxed MP2 density. -/
def virDensity (t : O → O → V → V → ℝ) : Matrix V V ℝ :=
  of fun a b => (1 / 2) * ∑ i, ∑ j, ∑ c, t i j a c * t i j b c
```

Q: So the blocks are definitions. Nothing derives them from a wave function.

A: Correct. They are the standard second-order expressions, taken as given; there are no determinants or creation operators in the code. The factor ½ can still be read physically. For antisymmetric amplitudes the weight of the distinct double excitations, i < j and a < b, is ¼ S, and each one moves two electrons, which gives ½ S.

The full density lives on `O ⊕ V`, the disjoint union of the two sets.

```lean
/-- Full unrelaxed density: the Hartree-Fock density plus the two MP2 blocks. -/
def unrelaxedDensity [DecidableEq O] (t : O → O → V → V → ℝ) : Matrix (O ⊕ V) (O ⊕ V) ℝ :=
  fromBlocks (1 + occDensity t) 0 0 (virDensity t)
```

The identity matrix `1` is the Hartree-Fock density with one electron per occupied spin orbital. Taking the plain trace as the particle number presumes orthonormal orbitals. The occupied-virtual blocks are set to zero, which is what unrelaxed means here: orbital response is absent.

Q: And T, U and S?

A: They are `occAmp`, `virAmp` and `ampNormSq`. A column index is a triple, so `x.1`, `x.2.1`, `x.2.2` are k, a, b in the first matrix and i, j, c in the second.

```lean
/-- The amplitudes as a matrix with row index `i` and column index `(k, a, b)`. -/
def occAmp (t : O → O → V → V → ℝ) : Matrix O (O × V × V) ℝ :=
  of fun i x => t i x.1 x.2.1 x.2.2

/-- The amplitudes as a matrix with row index `a` and column index `(i, j, c)`. -/
def virAmp (t : O → O → V → V → ℝ) : Matrix V (O × O × V) ℝ :=
  of fun a x => t x.1 x.2.1 a x.2.2

/-- Unrestricted sum of the squared amplitudes. -/
def ampNormSq (t : O → O → V → V → ℝ) : ℝ := ∑ i, ∑ j, ∑ a, ∑ b, t i j a b ^ 2
```

Two more definitions serve an energy relation that we come to later. With orbital energies ε (`εo` for occupied, `εv` for virtual) and a real array g(i,j,a,b) standing for the antisymmetrised two-electron integrals, they are

D(i,j,a,b) = ε(i) + ε(j) − ε(a) − ε(b)

E₂ = ¼ Σ_ijab g(i,j,a,b) t(i,j,a,b)

```lean
/-- Orbital-energy denominator `ε_i + ε_j - ε_a - ε_b`. -/
def denom (εo : O → ℝ) (εv : V → ℝ) (i j : O) (a b : V) : ℝ := εo i + εo j - εv a - εv b

/-- MP2 energy expression `(1/4) ∑ g_ijab t_ijab` for integrals `g` and amplitudes `t`. -/
def mp2Energy (g t : O → O → V → V → ℝ) : ℝ :=
  (1 / 4) * ∑ i, ∑ j, ∑ a, ∑ b, g i j a b * t i j a b
```

Q: Take me through the lemmas in the order of your derivation.

A: `sum_reorder` is the change of summation order needed for tr Pᵛ. Two uses of `Finset.sum_comm` move the outermost virtual index past i and then past j.

```lean
/-- A fourfold sum with the first virtual index outermost equals the sum in the order `ijab`. -/
theorem sum_reorder (f : O → O → V → V → ℝ) :
    ∑ a, ∑ i, ∑ j, ∑ c, f i j a c = ∑ i, ∑ j, ∑ a, ∑ c, f i j a c := by
  rw [Finset.sum_comm]
  exact Finset.sum_congr rfl fun i _ => Finset.sum_comm
```

`gram_quadForm` is the squared-length step for any real matrix `A` and any real factor, which the lemma calls `c`. It pulls the factor out, regroups the product so that the vector is contracted with `A` on both sides, and writes the remaining dot product as a sum of squares.

```lean
/-- The quadratic form of `c A Aᵀ` is `c` times a sum of squares. -/
theorem gram_quadForm {n K : Type*} [Fintype n] [Fintype K] (c : ℝ) (A : Matrix n K ℝ)
    (x : n → ℝ) : x ⬝ᵥ (c • (A * Aᵀ)) *ᵥ x = c * ∑ k, (∑ p, x p * A p k) ^ 2 := by
  have h : (c • (A * Aᵀ)) *ᵥ x = c • ((A * Aᵀ) *ᵥ x) := by
    ext p
    simp only [mulVec, dotProduct, Matrix.smul_apply, Pi.smul_apply, smul_eq_mul, Finset.mul_sum,
      mul_assoc]
  rw [h, dotProduct_smul, ← mulVec_mulVec, dotProduct_mulVec, mulVec_transpose]
  simp only [vecMul, dotProduct, sq, smul_eq_mul]
```

`density_gram` is Pᵒ = −½ T Tᵀ and Pᵛ = ½ U Uᵀ, compared entry by entry. The one real step is `Fintype.sum_prod_type`, which turns a sum over a triple into three nested sums.

```lean
/-- The density blocks are `-1/2` and `+1/2` times Gram matrices of the reshaped amplitudes. -/
theorem density_gram (t : O → O → V → V → ℝ) :
    occDensity t = (-(1 / 2) : ℝ) • (occAmp t * (occAmp t)ᵀ) ∧
    virDensity t = (1 / 2 : ℝ) • (virAmp t * (virAmp t)ᵀ) := by
  constructor <;> ext p q <;>
    simp only [occDensity, virDensity, occAmp, virAmp, of_apply, Matrix.smul_apply,
      Matrix.mul_apply,
      transpose_apply, Fintype.sum_prod_type, smul_eq_mul]
```

`density_quadForm` inserts the Gram forms into `gram_quadForm` and gives my two equations for xᵀ Pᵒ x and yᵀ Pᵛ y. `density_trace` gives ∓½ S; the occupied trace is already in the order of S, and the virtual one calls `sum_reorder`.

```lean
/-- The quadratic forms of the two blocks are `-1/2` and `+1/2` times the sum of squares of the
amplitudes contracted with the orbital coefficients. -/
theorem density_quadForm (t : O → O → V → V → ℝ) (x : O → ℝ) (y : V → ℝ) :
    x ⬝ᵥ occDensity t *ᵥ x = -(1 / 2) * ∑ k, ∑ a, ∑ b, (∑ i, x i * t i k a b) ^ 2 ∧
    y ⬝ᵥ virDensity t *ᵥ y = (1 / 2) * ∑ i, ∑ j, ∑ c, (∑ a, y a * t i j a c) ^ 2 := by
  rw [(density_gram t).1, (density_gram t).2, gram_quadForm, gram_quadForm]
  constructor <;> simp only [Fintype.sum_prod_type, occAmp, virAmp, of_apply]

/-- The traces of the blocks are `-1/2` and `+1/2` times the sum of the squared amplitudes. -/
theorem density_trace (t : O → O → V → V → ℝ) :
    (occDensity t).trace = -(1 / 2) * ampNormSq t ∧
    (virDensity t).trace = (1 / 2) * ampNormSq t := by
  constructor
  · simp only [trace, diag_apply, occDensity, of_apply, ampNormSq, sq, Finset.mul_sum]
  · simp only [trace, diag_apply, virDensity, of_apply, ampNormSq, sq, ← Finset.mul_sum]
    exact congrArg (fun s => (1 / 2 : ℝ) * s)
      (sum_reorder fun i j a c => t i j a c * t i j a c)
```

Q: Now the main statement. I expected antisymmetry of the amplitudes and the MP2 equations among the hypotheses.

A: There are no hypotheses on `t` at all. For every real array, `unrelaxed_mp2_density` states five things: `occDensity t` is symmetric, `virDensity t` is symmetric, minus the occupied block is positive semidefinite, the virtual block is positive semidefinite, and the traces add to zero. For a real matrix M on a finite index set, `PosSemidef` amounts to symmetry together with xᵀ M x ≥ 0 for all x, and negative semidefiniteness is expressed as `(-occDensity t).PosSemidef`.

```lean
/-- For any real amplitudes both density blocks are symmetric, the occupied block is negative
and the virtual block positive semidefinite, and their traces cancel. -/
theorem unrelaxed_mp2_density (t : O → O → V → V → ℝ) :
    (occDensity t).IsSymm ∧ (virDensity t).IsSymm ∧
    (-occDensity t).PosSemidef ∧ (virDensity t).PosSemidef ∧
    (occDensity t).trace + (virDensity t).trace = 0 := by
  -- symmetry from the Gram form
  have ho : (occDensity t).IsSymm := by
    rw [(density_gram t).1]
    unfold IsSymm
    rw [transpose_smul, transpose_mul, transpose_transpose]
  have hv : (virDensity t).IsSymm := by
    rw [(density_gram t).2]
    unfold IsSymm
    rw [transpose_smul, transpose_mul, transpose_transpose]
  have ho' : (occDensity t).IsHermitian := by
    unfold IsHermitian
    rw [conjTranspose_eq_transpose_of_trivial]
    exact ho
  have hv' : (virDensity t).IsHermitian := by
    unfold IsHermitian
    rw [conjTranspose_eq_transpose_of_trivial]
    exact hv
  -- signs from the sums of squares
  refine ⟨ho, hv, PosSemidef.of_dotProduct_mulVec_nonneg ho'.neg fun x => ?_,
    PosSemidef.of_dotProduct_mulVec_nonneg hv' fun y => ?_, ?_⟩
  · rw [star_trivial, neg_mulVec, dotProduct_neg, (density_quadForm t x 0).1]
    have h : 0 ≤ ∑ k, ∑ a, ∑ b, (∑ i, x i * t i k a b) ^ 2 := by positivity
    linarith
  · rw [star_trivial, (density_quadForm t 0 y).2]
    positivity
  · rw [(density_trace t).1, (density_trace t).2]
    ring
```

Symmetry is the Gram form followed by `transpose_mul`. The steps `ho'` and `hv'` restate it as the Hermitian property, which coincides with it over the reals. For the signs, `positivity` sees a sum of squares and `linarith` handles the two minus signs of the occupied case. The traces cancel by `ring`. In `particle_number` the trace over `O ⊕ V` is split into its two blocks, the identity contributes N, written `Fintype.card O`, and the two halves of S cancel.

```lean
/-- The trace of the full unrelaxed density is the number of occupied spin orbitals. -/
theorem particle_number [DecidableEq O] (t : O → O → V → V → ℝ) :
    (unrelaxedDensity t).trace = Fintype.card O := by
  have h : (unrelaxedDensity t).trace = (1 + occDensity t).trace + (virDensity t).trace := by
    simp only [unrelaxedDensity, trace, diag_apply, Fintype.sum_sum_type, fromBlocks_apply₁₁,
      fromBlocks_apply₂₂]
  rw [h, trace_add, trace_one, (density_trace t).1, (density_trace t).2]
  ring
```

Q: If any array passes, my trace check tests very little.

A: It tests only that the diagonal sums of the two blocks Pᵒ and Pᵛ cancel, so for non-zero amplitudes it catches a factor or sign that is wrong in one block alone. A wrong factor common to both blocks, both signs flipped, the same amplitudes dropped from both, or an error in the off-diagonal entries all leave the trace equal to N. It is blind to whether the amplitudes are converged or even antisymmetric. The same generality means that the properties hold for unconverged amplitudes and in non-canonical real orthonormal orbitals, provided the blocks are built by these formulas in a finite basis.

Q: Do I at least get occupations between 0 and 1?

A: Only one side of each bound. The signs say that the eigenvalues of 1 + Pᵒ do not exceed 1 and those of Pᵛ are not negative. No theorem bounds 1 + Pᵒ from below or Pᵛ from above, and since both blocks scale quadratically with t, large amplitudes break those bounds. What is proved in addition is that neither block can vanish unless every amplitude does. A zero block has zero trace, so S = 0, and `key` strips the four sums of non-negative terms one after the other until t(i,j,a,b)² = 0 remains. The converse is substitution.

```lean
/-- Each density block vanishes exactly when all amplitudes vanish. -/
theorem density_eq_zero_iff (t : O → O → V → V → ℝ) :
    (occDensity t = 0 ↔ t = 0) ∧ (virDensity t = 0 ↔ t = 0) := by
  have key : ampNormSq t = 0 → t = 0 := by
    intro h
    unfold ampNormSq at h
    funext i j a b
    have h1 := (Finset.sum_eq_zero_iff_of_nonneg fun _ _ => by positivity).1 h i
      (Finset.mem_univ _)
    have h2 := (Finset.sum_eq_zero_iff_of_nonneg fun _ _ => by positivity).1 h1 j
      (Finset.mem_univ _)
    have h3 := (Finset.sum_eq_zero_iff_of_nonneg fun _ _ => by positivity).1 h2 a
      (Finset.mem_univ _)
    have h4 := (Finset.sum_eq_zero_iff_of_nonneg fun _ _ => by positivity).1 h3 b
      (Finset.mem_univ _)
    exact pow_eq_zero_iff (two_ne_zero) |>.1 h4
  obtain ⟨h1, h2⟩ := density_trace t
  refine ⟨⟨fun h => key ?_, fun h => ?_⟩, ⟨fun h => key ?_, fun h => ?_⟩⟩
  · rw [h, trace_zero] at h1
    linarith
  · ext i j
    simp [h, occDensity]
  · rw [h, trace_zero] at h2
    linarith
  · ext a b
    simp [h, virDensity]
```

Q: Is there any statement in which the amplitudes have to be MP2 amplitudes?

A: Yes, `orbital_energy_contraction`. Its hypotheses `hocc` and `hvir` say that t changes sign under i ↔ j and under a ↔ b, the fermionic antisymmetry of a pair excitation. The hypothesis `hamp` is

D(i,j,a,b) t(i,j,a,b) = g(i,j,a,b)

which is the first-order amplitude equation in canonical orbitals, where the Fock matrix is diagonal. It is assumed, not derived from perturbation theory, and g is tied to no Hamiltonian. Because it is a product, a vanishing D simply forces g = 0 for that index set and puts no condition on t there. Squares are unchanged by the sign flips, so relabelling gives Σ ε(j) t² = Σ ε(i) t² and Σ ε(b) t² = Σ ε(a) t², with all sums over i, j, a, b. Hence

Σ_i ε(i) Pᵒ(i,i) = −½ Σ ε(i) t² = −¼ Σ (ε(i) + ε(j)) t²

Σ_a ε(a) Pᵛ(a,a) = +½ Σ ε(a) t² = +¼ Σ (ε(a) + ε(b)) t²

and their sum is

−¼ Σ D t² = −¼ Σ g t = −E₂

```lean
/-- For antisymmetric amplitudes that solve the canonical MP2 equations, the diagonal of the
density blocks weighted with the orbital energies sums to minus the MP2 energy. -/
theorem orbital_energy_contraction (εo : O → ℝ) (εv : V → ℝ) (g t : O → O → V → V → ℝ)
    (hocc : ∀ i j a b, t j i a b = -t i j a b) (hvir : ∀ i j a b, t i j b a = -t i j a b)
    (hamp : ∀ i j a b, denom εo εv i j a b * t i j a b = g i j a b) :
    ∑ i, εo i * occDensity t i i + ∑ a, εv a * virDensity t a a = -mp2Energy g t := by
  -- antisymmetry: both occupied (virtual) energies contribute equally
  have h12 : ∑ i, ∑ j, ∑ a, ∑ b, εo j * t i j a b ^ 2
      = ∑ i, ∑ j, ∑ a, ∑ b, εo i * t i j a b ^ 2 := by
    rw [Finset.sum_comm]
    refine Finset.sum_congr rfl fun i _ => Finset.sum_congr rfl fun j _ =>
      Finset.sum_congr rfl fun a _ => Finset.sum_congr rfl fun b _ => ?_
    rw [hocc i j a b]
    ring
  have h34 : ∑ i, ∑ j, ∑ a, ∑ b, εv b * t i j a b ^ 2
      = ∑ i, ∑ j, ∑ a, ∑ b, εv a * t i j a b ^ 2 := by
    refine Finset.sum_congr rfl fun i _ => Finset.sum_congr rfl fun j _ => ?_
    rw [Finset.sum_comm]
    refine Finset.sum_congr rfl fun a _ => Finset.sum_congr rfl fun b _ => ?_
    rw [hvir i j a b]
    ring
  -- amplitude equations: the energy is (1/4) ∑ denom * t²
  have hE : mp2Energy g t = (1 / 4) * (∑ i, ∑ j, ∑ a, ∑ b, εo i * t i j a b ^ 2
      + ∑ i, ∑ j, ∑ a, ∑ b, εo j * t i j a b ^ 2 - ∑ i, ∑ j, ∑ a, ∑ b, εv a * t i j a b ^ 2
      - ∑ i, ∑ j, ∑ a, ∑ b, εv b * t i j a b ^ 2) := by
    unfold mp2Energy
    refine congrArg (fun s => (1 / 4 : ℝ) * s) ?_
    simp only [← Finset.sum_add_distrib, ← Finset.sum_sub_distrib]
    refine Finset.sum_congr rfl fun i _ => Finset.sum_congr rfl fun j _ =>
      Finset.sum_congr rfl fun a _ => Finset.sum_congr rfl fun b _ => ?_
    rw [← hamp i j a b]
    unfold denom
    ring
  have hO : ∑ i, εo i * occDensity t i i
      = -(1 / 2) * ∑ i, ∑ j, ∑ a, ∑ b, εo i * t i j a b ^ 2 := by
    simp only [occDensity, of_apply, Finset.mul_sum]
    refine Finset.sum_congr rfl fun i _ => Finset.sum_congr rfl fun j _ =>
      Finset.sum_congr rfl fun a _ => Finset.sum_congr rfl fun b _ => ?_
    ring
  have hV : ∑ a, εv a * virDensity t a a
      = (1 / 2) * ∑ i, ∑ j, ∑ a, ∑ b, εv a * t i j a b ^ 2 := by
    refine Eq.trans ?_ (congrArg (fun s => (1 / 2 : ℝ) * s)
      (sum_reorder fun i j a b => εv a * t i j a b ^ 2))
    simp only [virDensity, of_apply, Finset.mul_sum]
    refine Finset.sum_congr rfl fun a _ => Finset.sum_congr rfl fun i _ =>
      Finset.sum_congr rfl fun j _ => Finset.sum_congr rfl fun b _ => ?_
    ring
  rw [hO, hV, hE, h12, h34]
  ring
```

The relabellings are `h12` and `h34`, the first equalities in the two lines are `hO` and `hV`, and `hE` replaces g by D t in the energy. No ordering of the orbital energies is assumed, so the theorem says nothing on the sign of E₂. Unlike the trace, this relation does involve the amplitude equations.

Q: Antisymmetry kills everything when there is a single occupied or a single virtual orbital. Show me a case where the three hypotheses are met by non-zero amplitudes.

A: With one orbital of either kind the antisymmetric amplitudes vanish and the relation reads 0 = 0. The smallest non-trivial case has two occupied orbitals at ε = −1 and two virtual ones at ε = +1, each pair labelled 0 and 1, so D = −4 throughout. The function `levi` is the antisymmetric symbol with value 1 at (0,1), the integrals are a product of two such symbols, so g(0,1,0,1) = 1, and t = −¼ g. The theorem `orbital_energy_contraction_witness` verifies both antisymmetries and the amplitude equation by `ring`, and sums the four non-zero terms to E₂ = ¼ · 4 · (−¼) = −¼. In this model S = ¼, and Pᵒ and Pᵛ are −1/16 and +1/16 times the identity, so the occupations are 15/16 twice and 1/16 twice, with total 2. The energy-weighted diagonal is ⅛ + ⅛ = ¼ = −E₂.

```lean
/-- Antisymmetric symbol on two orbitals, with value `1` at `(0, 1)`. -/
def levi (p q : Fin 2) : ℝ := (q.val : ℝ) - p.val

/-- Model integrals for two occupied and two virtual orbitals. -/
def pairInt (i j a b : Fin 2) : ℝ := levi i j * levi a b

/-- Model amplitudes: `-1/4` times the model integrals. -/
def pairAmp (i j a b : Fin 2) : ℝ := -(1 / 4) * pairInt i j a b

/-- With occupied energies `-1` and virtual energies `+1` the model amplitudes are
antisymmetric, solve the MP2 equations, and give the energy `-1/4`. -/
theorem orbital_energy_contraction_witness :
    (∀ i j a b, pairAmp j i a b = -pairAmp i j a b) ∧
    (∀ i j a b, pairAmp i j b a = -pairAmp i j a b) ∧
    (∀ i j a b, denom (fun _ => -1) (fun _ => 1) i j a b * pairAmp i j a b = pairInt i j a b) ∧
    mp2Energy pairInt pairAmp = -(1 / 4) := by
  refine ⟨fun i j a b => ?_, fun i j a b => ?_, fun i j a b => ?_, ?_⟩
  · simp only [pairAmp, pairInt, levi]
    ring
  · simp only [pairAmp, pairInt, levi]
    ring
  · simp only [pairAmp, denom]
    ring
  · norm_num [mp2Energy, pairAmp, pairInt, levi, Fin.sum_univ_two]

end

end MP2Density
```

```lean
#print axioms MP2Density.unrelaxed_mp2_density
#print axioms MP2Density.particle_number
#print axioms MP2Density.density_eq_zero_iff
#print axioms MP2Density.orbital_energy_contraction
```

```
'MP2Density.unrelaxed_mp2_density' depends on axioms: [propext, Classical.choice, Quot.sound]
'MP2Density.particle_number' depends on axioms: [propext, Classical.choice, Quot.sound]
'MP2Density.density_eq_zero_iff' depends on axioms: [propext, Classical.choice, Quot.sound]
'MP2Density.orbital_energy_contraction' depends on axioms: [propext, Classical.choice, Quot.sound]
```

Q: Does the Gram argument reach beyond doubles?

A: It would apply in the same way to a real singles vector X(i,a), as in the unrelaxed difference density of a CIS excited state:

ΔP(i,j) = −Σ_a X(i,a) X(j,a),  ΔP(a,b) = +Σ_i X(i,a) X(i,b)

These are −X Xᵀ and Xᵀ X, so one expects the same symmetry and signs, and traces −1 and +1 when Σ X² = 1, one electron leaving the occupied space and arriving in the virtual one. This singles case, like the density entries I quoted for the small model, is my own arithmetic and not one of the Lean theorems.
